# Flux enters the secular determinant of a nearest-neighbour ring only as cos φ

Thread a magnetic flux Φ through the hole of a small conducting ring, and let no field touch the ring itself. An electron that goes once round still picks up the Aharonov–Bohm phase, of size φ = 2πΦ/Φ₀ with Φ₀ = h/e, so its energy levels can move with the flux. How do they move if the ring is disordered, with a different energy on every site and a different hopping on every bond?

For one electron with nearest-neighbour hopping, the flux enters the equation that fixes the levels only through cos φ. Take N ≥ 3 sites, numbered 0 to N−1, with real on-site energies ε_j. Bond j joins site j to the next site and has amplitude −t_j, with t_j real. A choice of gauge gathers the phase on the closing bond, from site N−1 back to site 0:

H_{0,N−1} = −t_{N−1} e^{−iφ},  H_{N−1,0} = −t_{N−1} e^{iφ}.

Then for every complex E

det(E − H(φ)) = P(E) − 2(−1)^N (t₀ t₁ ⋯ t_{N−1}) cos φ,

where P(E) does not depend on φ.

## Expanding the determinant in the two corners

Let R(a,b) be the matrix with diagonal entries d_j, entries u_j at (j, j+1) and (j+1, j) for j = 0, …, N−2, and corners a (top right) and b (bottom left). The matrix E − H(φ) has this form, with d_j = E − ε_j, u_j = t_j and corners t_{N−1} e^{∓iφ}.

The determinant is linear in the first row, so

det R(a,b) = det R(0,b) + a C(b),

where C(b) is the determinant of R(0,b) with its first row replaced by (0, …, 0, 1). It is also linear in the last row, so C(b) = C(0) + bD, where D depends on neither corner.

C(0) is the cofactor of the top right corner when b = 0. Its sign is (−1)^{N−1}. Deleting the first row and last column leaves an upper triangular matrix with diagonal u₀, …, u_{N−2}. Hence

C(0) = (−1)^{N−1} u₀ u₁ ⋯ u_{N−2}.

Transposition exchanges the corners and preserves the determinant, so

det R(0,b) = det R(b,0) = det R(0,0) + b C(0).

Together these give

det R(a,b) = det R(0,0) + ab D + (a+b) C(0).

For the ring, the phases cancel in the product and combine in the sum:

ab = t_{N−1}²,  a + b = 2 t_{N−1} cos φ.

Since (−1)^{N−1} = −(−1)^N, the claimed formula follows, with P(E) = det R(0,0) + t_{N−1}² D. The cosine vanishes at φ = π/2, so P(E) = det(E − H(π/2)).

The energies are the zeros of the determinant. Because cos(−φ) = cos φ = cos(φ + 2π), the spectrum is even and 2π periodic. Conversely, suppose E is a level at both φ and θ. Subtracting the two vanishing determinants gives

2(−1)^N (t₀ ⋯ t_{N−1}) (cos φ − cos θ) = 0,

so the cosines agree if no hopping is zero.

## Three sites, and a cut ring

Take N = 3, all ε_j = 0, and t₀ = t₁ = 1, t₂ = 2. Expanding the 3 × 3 determinant gives

det(E − H(φ)) = E³ − 6E + 4 cos φ.

At φ = 0 this is (E − 2)(E² + 2E − 2), with levels 2 and −1 ± √3. At φ = π the levels are −2 and 1 ± √3. At φ = π/2 they are 0 and ±√6. The three fluxes have different cosines and share no level.

Now cut one bond: t₀ = t₂ = 1, t₁ = 0. The determinant becomes E³ − 2E, and the levels 0 and ±√2 stay put at every flux. Fluxes 0 and π then share all their levels although their cosines are 1 and −1, so the converse fails once a hopping may vanish.

## The ring as a matrix with free corners

In Lean 4 with Mathlib:

```lean
import Mathlib

open Matrix

namespace ByersYangRing

noncomputable section
```

The number of sites is written `n + 3`, which builds in N ≥ 3 and keeps the corners distinct from the neighbour entries. Indices in `Fin (n + 3)` run from 0 to n+2 = N−1. `ringMatrix d u a b` is R(a,b); the last entry of `u` is never read, because the closing bond is carried by `a` and `b`.

```lean
/-- A symmetric tridiagonal matrix on `n + 3` sites with diagonal `d` and neighbour
entries `u`, closed to a ring by the corner entries `a` (top right) and `b` (bottom left). -/
def ringMatrix {n : ℕ} (d u : Fin (n + 3) → ℂ) (a b : ℂ) :
    Matrix (Fin (n + 3)) (Fin (n + 3)) ℂ :=
  Matrix.of fun i j =>
    if i = j then d i
    else if i.val + 1 = j.val then u i
    else if j.val + 1 = i.val then u j
    else if i.val = 0 ∧ j.val = n + 2 then a
    else if i.val = n + 2 ∧ j.val = 0 then b
    else 0
```

The Hamiltonian fills the corners with conjugate phases. Energies, hoppings and φ are real numbers, cast into ℂ. The gauge step that gathers the phase on one bond is part of this definition, not derived from a vector potential.

```lean
/-- The ring Hamiltonian with on-site energies `ε j`, hopping `-t j` from site `j` to the next one,
and an extra phase factor on the closing bond: `exp (-i φ)` from the last site to the first, `exp (i
φ)` in the reverse direction. -/
def hamiltonian {n : ℕ} (ε t : Fin (n + 3) → ℝ) (φ : ℝ) :
    Matrix (Fin (n + 3)) (Fin (n + 3)) ℂ :=
  ringMatrix (fun j => (ε j : ℂ)) (fun j => -(t j : ℂ))
    (-(t (Fin.last (n + 2)) : ℂ) * Complex.exp (-(φ : ℂ) * Complex.I))
    (-(t (Fin.last (n + 2)) : ℂ) * Complex.exp ((φ : ℂ) * Complex.I))
```

Transposition exchanges the corners, which is checked entry by entry.

```lean
/-- Transposing a ring matrix exchanges its two corner entries. -/
theorem ringMatrix_transpose {n : ℕ} (d u : Fin (n + 3) → ℂ) (a b : ℂ) :
    (ringMatrix d u a b)ᵀ = ringMatrix d u b a := by
  ext i j
  simp only [ringMatrix, Matrix.transpose_apply, Matrix.of_apply]
  grind
```

Hermiticity follows from this lemma and the conjugation rule for the exponential. It guarantees real energies, although the spectrum below is taken over ℂ.

```lean
/-- The ring Hamiltonian is Hermitian at every flux. -/
theorem hamiltonian_isHermitian {n : ℕ} (ε t : Fin (n + 3) → ℝ) (φ : ℝ) :
    (hamiltonian ε t φ).IsHermitian := by
  ext i j
  unfold hamiltonian
  change star ((ringMatrix _ _ _ _)ᵀ i j) = _
  rw [ringMatrix_transpose]
  simp only [ringMatrix, Matrix.of_apply]
  split_ifs <;> simp [← Complex.exp_conj]
```

## Row linearity and the corner cofactor

The next lemma is the linearity used twice above: adding `c • v` to row `i` adds `c` times the determinant with that row replaced by `v`.

```lean
/-- Adding a multiple of a vector to one row changes the determinant linearly. -/
theorem det_row_add {m : ℕ} (M : Matrix (Fin m) (Fin m) ℂ) (i : Fin m) (c : ℂ)
    (v : Fin m → ℂ) :
    (M.updateRow i (M i + c • v)).det = M.det + c * (M.updateRow i v).det := by
  rw [Matrix.det_updateRow_add, Matrix.det_updateRow_smul, Matrix.updateRow_eq_self]
```

`corner_cofactor` computes C(0). The replaced row is `Pi.single (Fin.last (n + 2)) 1`, the unit vector at the last site. In the proof, `htri` shows that the minor is upper triangular and `hdiag` reads off its diagonal. The final rewriting identifies the determinant with a cofactor and evaluates the minor as a product. The sign appears as (−1)^n, which equals (−1)^{N−1} since N−1 = n+2.

```lean
/-- The cofactor of the top right corner of an open chain is, up to sign, the product of
the neighbour entries along the chain. -/
theorem corner_cofactor {n : ℕ} (d u : Fin (n + 3) → ℂ) :
    ((ringMatrix d u 0 0).updateRow 0 (Pi.single (Fin.last (n + 2)) 1)).det
      = (-1) ^ n * ∏ i : Fin (n + 2), u i.castSucc := by
  have hs : ∀ i : Fin (n + 2), i.succ.val = i.val + 1 := fun _ => rfl
  have hc : ∀ i : Fin (n + 2), i.castSucc.val = i.val := fun _ => rfl
  -- the minor without first row and last column is upper triangular
  have htri : ((ringMatrix d u 0 0).submatrix Fin.succ Fin.castSucc).BlockTriangular id := by
    intro i j hji
    have h : j.val < i.val := hji
    simp only [Matrix.submatrix_apply, ringMatrix, Matrix.of_apply, Fin.ext_iff, hs, hc]
    rw [if_neg (by omega), if_neg (by omega), if_neg (by omega)]
    simp only [ite_self]
  have hdiag : ∀ i : Fin (n + 2),
      (ringMatrix d u 0 0).submatrix Fin.succ Fin.castSucc i i = u i.castSucc := by
    intro i
    have h2 : ¬ (i.succ.val + 1 = i.castSucc.val) := by
      rw [hs, hc]
      omega
    have h1 : ¬ (i.succ = i.castSucc) := by
      intro h
      have h' := congrArg Fin.val h
      rw [hs, hc] at h'
      omega
    have h3 : i.castSucc.val + 1 = i.succ.val := rfl
    simp only [Matrix.submatrix_apply, ringMatrix, Matrix.of_apply]
    rw [if_neg h1, if_neg h2, if_pos h3]
  rw [← Matrix.adjugate_apply, Matrix.adjugate_fin_succ_eq_det_submatrix,
    Fin.succAbove_zero, Fin.succAbove_last, Matrix.det_of_isUpperTriangular htri,
    Finset.prod_congr rfl (fun i _ => hdiag i)]
  simp [pow_add]
```

In `det_ringMatrix` the order of the quantifiers matters: one `D` is chosen first and serves all corners `a` and `b`. The step `top` is linearity in the first row and `bot` linearity in the last, with `hrow` matching the modified matrices. `flip` is the transposition argument. The closing `linear_combination` adds these equations just as in the derivation by hand.

```lean
/-- The determinant of a ring matrix depends on its corners `a`, `b` only through `a * b`
and `a + b`, and the coefficient of `a + b` is the signed product along the open chain. -/
theorem det_ringMatrix {n : ℕ} (d u : Fin (n + 3) → ℂ) :
    ∃ D : ℂ, ∀ a b : ℂ, (ringMatrix d u a b).det = (ringMatrix d u 0 0).det + a * b * D
      + (-1) ^ n * (∏ i : Fin (n + 2), u i.castSucc) * (a + b) := by
  refine ⟨(((ringMatrix d u 0 0).updateRow 0 (Pi.single (Fin.last (n + 2)) 1)).updateRow
    (Fin.last (n + 2)) (Pi.single 0 1)).det, fun a b => ?_⟩
  have hl : Fin.last (n + 2) ≠ 0 := by simp [Fin.ext_iff]
  -- the two corner entries
  have corner : ∀ a b : ℂ, ringMatrix d u a b 0 (Fin.last (n + 2)) = a := by
    intro a b
    have h1 : ¬ ((0 : Fin (n + 3)).val + 1 = (Fin.last (n + 2)).val) := by
      change ¬ (0 + 1 = n + 2)
      omega
    have h2 : ¬ ((Fin.last (n + 2)).val + 1 = (0 : Fin (n + 3)).val) := by
      change ¬ (n + 2 + 1 = 0)
      omega
    have h3 : (0 : Fin (n + 3)).val = 0 ∧ (Fin.last (n + 2)).val = n + 2 := ⟨rfl, rfl⟩
    unfold ringMatrix
    rw [Matrix.of_apply, if_neg hl.symm, if_neg h1, if_neg h2, if_pos h3]
  have corner' : ∀ a b : ℂ, ringMatrix d u a b (Fin.last (n + 2)) 0 = b := by
    intro a b
    have h := corner b a
    rw [← ringMatrix_transpose d u a b] at h
    exact h
  -- linearity in the first row
  have top : ∀ a b : ℂ, (ringMatrix d u a b).det = (ringMatrix d u 0 b).det
      + a * ((ringMatrix d u 0 b).updateRow 0 (Pi.single (Fin.last (n + 2)) 1)).det := by
    intro a b
    rw [← det_row_add]
    congr 1
    ext i j
    by_cases hi : i = 0
    · subst hi
      rw [Matrix.updateRow_self]
      by_cases hj : j = Fin.last (n + 2)
      · subst hj
        rw [Pi.add_apply, Pi.smul_apply, Pi.single_eq_same, corner, corner]
        simp
      · have hj' : j.val ≠ n + 2 := fun h => hj (Fin.ext h)
        simp [ringMatrix, hj, hj']
    · rw [Matrix.updateRow_ne hi]
      simp [ringMatrix, hi]
  -- linearity in the last row
  have bot := det_row_add ((ringMatrix d u 0 0).updateRow 0
    (Pi.single (Fin.last (n + 2)) 1)) (Fin.last (n + 2)) b (Pi.single 0 1)
  have hrow : ((ringMatrix d u 0 0).updateRow 0 (Pi.single (Fin.last (n + 2)) 1)).updateRow
      (Fin.last (n + 2)) (((ringMatrix d u 0 0).updateRow 0
        (Pi.single (Fin.last (n + 2)) 1)) (Fin.last (n + 2)) + b • Pi.single 0 1)
      = (ringMatrix d u 0 b).updateRow 0 (Pi.single (Fin.last (n + 2)) 1) := by
    ext i j
    by_cases hi : i = 0
    · subst hi
      rw [Matrix.updateRow_ne hl.symm, Matrix.updateRow_self, Matrix.updateRow_self]
    · rw [Matrix.updateRow_ne hi]
      by_cases hi2 : i = Fin.last (n + 2)
      · subst hi2
        rw [Matrix.updateRow_self, Pi.add_apply, Matrix.updateRow_ne hl]
        by_cases hj : j = 0
        · subst hj
          rw [Pi.smul_apply, Pi.single_eq_same, corner', corner']
          simp
        · simp [ringMatrix, hj]
      · have hi' : i.val ≠ n + 2 := fun h => hi2 (Fin.ext h)
        rw [Matrix.updateRow_ne hi2, Matrix.updateRow_ne hi]
        simp [ringMatrix, hi']
  rw [hrow] at bot
  have flip : (ringMatrix d u 0 b).det = (ringMatrix d u b 0).det := by
    rw [← ringMatrix_transpose d u 0 b, Matrix.det_transpose]
  linear_combination top a b + a * bot + flip + top b 0 + (a + b) * corner_cofactor d u
```

## The cosine formula

The theorem `det_flux` states the result with P(E) written out as the determinant at φ = π/2. In its proof, `hE` recognises E − H as a ring matrix, `hmul` and `hadd` evaluate the product and sum of the corners, and `hprod` splits the closing bond off the full product of hoppings. The corner expansion is then applied at φ and at π/2 with the same `D`, so the common terms match.

```lean
/-- For a ring of `N = n + 3` sites, `det (E - H(φ))` equals its value at `φ = π / 2` minus
`2 (-1)^N (∏ t_j) cos φ`, at every complex energy `E`. -/
theorem det_flux {n : ℕ} (ε t : Fin (n + 3) → ℝ) (φ : ℝ) (E : ℂ) :
    (E • 1 - hamiltonian ε t φ).det = (E • 1 - hamiltonian ε t (Real.pi / 2)).det
      - 2 * (-1) ^ (n + 3) * (∏ j, (t j : ℂ)) * (Real.cos φ : ℂ) := by
  set T : ℂ := (t (Fin.last (n + 2)) : ℂ) with hT
  have hE : ∀ x : ℝ, E • 1 - hamiltonian ε t x
      = ringMatrix (fun j => E - (ε j : ℂ)) (fun j => (t j : ℂ))
        (T * Complex.exp (-(x : ℂ) * Complex.I)) (T * Complex.exp ((x : ℂ) * Complex.I)) := by
    intro x
    ext i j
    simp only [hamiltonian, ringMatrix, Matrix.sub_apply, Matrix.smul_apply,
      Matrix.one_apply, Matrix.of_apply, smul_eq_mul, hT]
    split_ifs <;> ring
  -- the phases cancel in the product of the corners and give a cosine in their sum
  have hmul : ∀ x : ℝ, T * Complex.exp (-(x : ℂ) * Complex.I)
      * (T * Complex.exp ((x : ℂ) * Complex.I)) = T ^ 2 := by
    intro x
    have h : Complex.exp (-(x : ℂ) * Complex.I) * Complex.exp ((x : ℂ) * Complex.I) = 1 := by
      rw [← Complex.exp_add]
      simp
    linear_combination T ^ 2 * h
  have hadd : ∀ x : ℝ, T * Complex.exp (-(x : ℂ) * Complex.I)
      + T * Complex.exp ((x : ℂ) * Complex.I) = 2 * T * (Real.cos x : ℂ) := by
    intro x
    rw [Complex.ofReal_cos]
    linear_combination (-T) * Complex.two_cos (x : ℂ)
  have hprod : ∏ j, (t j : ℂ) = (∏ i : Fin (n + 2), (t i.castSucc : ℂ)) * T :=
    Fin.prod_univ_castSucc _
  obtain ⟨D, hD⟩ := det_ringMatrix (fun j => E - (ε j : ℂ)) (fun j => (t j : ℂ))
  rw [hE φ, hE (Real.pi / 2), hD, hD (T * Complex.exp (-((Real.pi / 2 : ℝ) : ℂ) * Complex.I)),
    hmul, hmul, hadd, hadd, Real.cos_pi_div_two, hprod, Complex.ofReal_zero]
  ring
```

## What the levels inherit

Mathlib defines the spectrum through non-invertibility of E − M. For matrices this means a vanishing determinant.

```lean
/-- An energy belongs to the spectrum exactly when the secular determinant vanishes. -/
theorem mem_spectrum_iff {m : ℕ} (M : Matrix (Fin m) (Fin m) ℂ) (E : ℂ) :
    E ∈ spectrum ℂ M ↔ (E • 1 - M).det = 0 := by
  rw [spectrum.mem_iff, Algebra.algebraMap_eq_smul_one, Matrix.isUnit_iff_isUnit_det,
    isUnit_iff_ne_zero, not_not]
```

Equal cosines therefore give equal spectra. `spectrum` is a set and does not record degeneracies, but the determinant identity, holding at every E, fixes the multiplicities as well.

```lean
/-- Two fluxes with the same cosine give the same spectrum. -/
theorem spectrum_eq_of_cos_eq {n : ℕ} (ε t : Fin (n + 3) → ℝ) {φ θ : ℝ}
    (h : Real.cos φ = Real.cos θ) :
    spectrum ℂ (hamiltonian ε t φ) = spectrum ℂ (hamiltonian ε t θ) := by
  ext E
  rw [mem_spectrum_iff, mem_spectrum_iff, det_flux ε t φ, det_flux ε t θ, h]
```

Evenness and periodicity are the two special cases.

```lean
/-- The spectrum of the ring is an even and `2π` periodic function of the flux phase. -/
theorem spectrum_even_periodic {n : ℕ} (ε t : Fin (n + 3) → ℝ) (φ : ℝ) :
    spectrum ℂ (hamiltonian ε t (-φ)) = spectrum ℂ (hamiltonian ε t φ) ∧
    spectrum ℂ (hamiltonian ε t (φ + 2 * Real.pi)) = spectrum ℂ (hamiltonian ε t φ) :=
  ⟨spectrum_eq_of_cos_eq ε t (Real.cos_neg φ),
    spectrum_eq_of_cos_eq ε t (Real.cos_add_two_pi φ)⟩
```

The Byers–Yang theorem says that the energy levels of a ring threaded by flux, with no field in the ring itself, are periodic in the flux with period h/e. It rests on a gauge argument that also covers interacting electrons. The present statement concerns the one-electron levels of a finite chain closed to a ring, where 2π periodicity is already visible in the entries of H; the added content is that a single cosine carries all the flux dependence. For non-interacting electrons in this model, a scan of the energy levels over flux, or over twisted boundary conditions, can accordingly be restricted to 0 ≤ φ ≤ π. The equilibrium ring current is odd in φ: its values at −φ follow by a change of sign, and its average over a full period of flux is zero, which an average over 0 ≤ φ ≤ π alone need not reproduce.

The last theorem is the converse. Its hypothesis `ht` says that every bond conducts, so that the electron can encircle the flux. The proof subtracts the two secular equations and cancels the nonzero factor `hk`.

```lean
/-- If no hopping vanishes, two fluxes that share a single energy level have the same
cosine. -/
theorem cos_eq_of_common_level {n : ℕ} (ε t : Fin (n + 3) → ℝ) (ht : ∀ j, t j ≠ 0)
    {φ θ : ℝ} {E : ℂ} (hφ : E ∈ spectrum ℂ (hamiltonian ε t φ))
    (hθ : E ∈ spectrum ℂ (hamiltonian ε t θ)) : Real.cos φ = Real.cos θ := by
  rw [mem_spectrum_iff, det_flux] at hφ hθ
  have hp : (∏ j, (t j : ℂ)) ≠ 0 :=
    Finset.prod_ne_zero_iff.mpr fun j _ => Complex.ofReal_ne_zero.mpr (ht j)
  have hk : 2 * (-1 : ℂ) ^ (n + 3) * (∏ j, (t j : ℂ)) ≠ 0 :=
    mul_ne_zero (mul_ne_zero two_ne_zero (pow_ne_zero _ (neg_ne_zero.mpr one_ne_zero))) hp
  apply Complex.ofReal_injective
  apply mul_left_cancel₀ hk
  linear_combination hθ - hφ

end

end ByersYangRing
```

```lean
#print axioms ByersYangRing.hamiltonian_isHermitian
#print axioms ByersYangRing.det_ringMatrix
#print axioms ByersYangRing.spectrum_even_periodic
#print axioms ByersYangRing.cos_eq_of_common_level
```

```
'ByersYangRing.hamiltonian_isHermitian' depends on axioms: [propext, Classical.choice, Quot.sound]
'ByersYangRing.det_ringMatrix' depends on axioms: [propext, Classical.choice, Quot.sound]
'ByersYangRing.spectrum_even_periodic' depends on axioms: [propext, Classical.choice, Quot.sound]
'ByersYangRing.cos_eq_of_common_level' depends on axioms: [propext, Classical.choice, Quot.sound]
```
